# Pinning any one atom gives the same harmonic relaxation energy when the forces balance

To relax the atoms inside a strained unit cell, one can solve a linear system for their displacements. The force-constant matrix is singular, because moving all atoms together costs no energy. A simple remedy is to hold one atom fixed, delete its row and column, and solve the smaller system. The displacements then depend on the atom chosen, and the question is whether the energy gained by relaxation does too.

It does not, provided that the forces sum to zero and that uniform translation is the only motion without restoring force. In first-principles calculations of elastic constants, the internal-strain correction to a diagonal constant contains a quadratic form of this kind; the result here treats it in the harmonic approximation with one displacement component per atom.

## Eliminating one atom from the equilibrium equations

Let \(u(i)\) be the displacement of atom \(i\), and let \(b(i)\) be the force on it before relaxation. The harmonic energy is
\[
E(u)=\tfrac12 u^TKu-b^Tu ,
\]
where \(K\) is real, symmetric and positive semidefinite, and \(Ku=0\) exactly when \(u\) is uniform. The semidefiniteness says that the quadratic term \(\tfrac12u^TKu\) is never negative. The kernel condition rules out further motions without restoring force, such as two unconnected parts sliding past each other.

For a pinned atom \(p\), let \(K_p\) and \(b_p\) be \(K\) and \(b\) without the entries of \(p\). Let \(u_p\) be \(K_p^{-1}b_p\) on the free atoms, with \(u_p(p)=0\), and define
\[
W_p=b_p^TK_p^{-1}b_p .
\]
The claim is that every \(K_p\) is positive definite and that \(W_p\) is the same for all \(p\) if \(F=\sum_i b(i)\) vanishes.

**The inverse exists.** Take displacements \(y\) of the free atoms and extend them to \(\hat y\) by \(\hat y(p)=0\). Then \(y^TK_py=\hat y^TK\hat y\ge 0\). Suppose that this is zero. For every vector \(z\) and real \(t\),
\[
0\le(\hat y+tz)^TK(\hat y+tz)=2t\,z^TK\hat y+t^2z^TKz .
\]
Small \(t\) of either sign forces \(z^TK\hat y=0\), so \(K\hat y=0\). Hence \(\hat y\) is uniform, and since it vanishes at \(p\), it is zero.

**The pin carries the net force.** On a free atom, \((Ku_p)(i)=(K_pK_p^{-1}b_p)(i)=b(i)\). With \(\mathbf 1\) the vector of ones, \(\mathbf 1^TKu_p=(K\mathbf 1)^Tu_p=0\), so the entries of \(Ku_p\) sum to zero. The entry at \(p\) is therefore \(-\sum_{i\ne p}b(i)=b(p)-F\). With \(e_p\) the unit vector at \(p\),
\[
Ku_p=b-Fe_p .
\]

**Two pins compared.** Since \(u_p(p)=0\), we have \(W_p=b^Tu_p\). It follows that \(u_p^TKu_p=W_p\) and \(E(u_p)=-W_p/2\), so the energy gained is half of \(W_p\). For a second pin \(q\),
\[
u_q^TKu_p=W_q-F\,u_q(p),\qquad u_p^TKu_q=W_p-F\,u_p(q).
\]
The left-hand sides agree by symmetry of \(K\), which gives
\[
W_p-W_q=F\,\bigl(u_p(q)-u_q(p)\bigr).
\]
For \(F=0\) this is the claim. In that case also \(K(u_q-u_p)=0\), so the two displacements differ by a constant. Its value, read off at \(q\), is \(-u_p(q)\).

### Three atoms in a ring

Join atoms 0, 1 and 2 by unit springs. Every diagonal entry of \(K\) is 2 and every other entry is \(-1\), so for each pin
\[
K_p=\begin{pmatrix}2&-1\\-1&2\end{pmatrix},\qquad
K_p^{-1}=\frac13\begin{pmatrix}2&1\\1&2\end{pmatrix}.
\]
For the balanced forces \(b=(3,0,-3)\):

| pinned atom | \(b_p\) | \(u_p\) | \(W_p\) |
|---|---|---|---|
| 0 | \((0,-3)\) | \((0,-1,-2)\) | 6 |
| 1 | \((3,-3)\) | \((1,0,-1)\) | 6 |
| 2 | \((3,0)\) | \((2,1,0)\) | 6 |

The displacements are shifted copies of each other. For the unbalanced forces \((3,0,0)\), the values of \(W_p\) are 0, 6 and 6.

## Force constants and pinned quantities in Lean

The atoms are the elements of a finite type `n`. A single atom is allowed; then \(K_p\) is the empty matrix and \(W_p=0\).

```lean
import Mathlib

open Matrix

namespace PinnedAtomRelaxation

noncomputable section

variable {n : Type*} [Fintype n] [DecidableEq n]
```

The structure `IsForceConstant` is narrower than the textbook term, since it includes positive semidefiniteness, which fails for an unstable structure, and the kernel condition. Symmetry is part of `PosSemidef`.

```lean
/-- A force-constant matrix, with one displacement component per atom: it is positive
semidefinite, and the displacements that cause no force are exactly the uniform ones. -/
structure IsForceConstant (K : Matrix n n ℝ) : Prop where
  posSemidef : K.PosSemidef
  ker : ∀ u : n → ℝ, K *ᵥ u = 0 ↔ ∃ c : ℝ, u = fun _ => c
```

The free atoms form the subtype `{i // i ≠ p}`, and \(K_p\) is the submatrix indexed by it.

```lean
/-- The force-constant matrix with the row and column of the pinned atom `p` deleted. -/
def pinnedMatrix (K : Matrix n n ℝ) (p : n) : Matrix {i // i ≠ p} {i // i ≠ p} ℝ :=
  K.submatrix Subtype.val Subtype.val
```

The vector \(b_p\) is the restriction of \(b\) to the same subtype.

```lean
/-- The forces on all atoms other than the pinned atom `p`. -/
def pinnedForce (b : n → ℝ) (p : n) : {i // i ≠ p} → ℝ := fun i => b i.1
```

The function `extend` turns \(y\) into \(\hat y\).

```lean
/-- Displacements of the free atoms, completed by zero displacement of the pinned atom `p`. -/
def extend (p : n) (y : {i // i ≠ p} → ℝ) : n → ℝ :=
  fun i => if h : i = p then 0 else y ⟨i, h⟩
```

With it, `pinnedDisplacement K b p` is \(u_p\).

```lean
/-- The displacements `K_p⁻¹ b_p` of the free atoms under the forces `b`, with atom `p` held
at zero; meant for invertible `K_p`. -/
def pinnedDisplacement (K : Matrix n n ℝ) (b : n → ℝ) (p : n) : n → ℝ :=
  extend p ((pinnedMatrix K p)⁻¹ *ᵥ pinnedForce b p)
```

The number `pinnedWork K b p` is \(W_p\), without the factor \(\tfrac12\) of the energy.

```lean
/-- The quantity `b_pᵀ K_p⁻¹ b_p`, the forces times the displacements they cause when atom `p`
is pinned; meant for invertible `K_p`. -/
def pinnedWork (K : Matrix n n ℝ) (b : n → ℝ) (p : n) : ℝ :=
  pinnedForce b p ⬝ᵥ (pinnedMatrix K p)⁻¹ *ᵥ pinnedForce b p
```

## Positive definiteness and the force on the pin

The first lemma says that a product with an extended vector involves only the free atoms. Its proof splits off the term at \(p\), which is zero, and rewrites the remaining sum over the subtype.

```lean
/-- The pinned atom does not contribute to a product of forces and displacements. -/
theorem dotProduct_extend (p : n) (f : n → ℝ) (y : {i // i ≠ p} → ℝ) :
    f ⬝ᵥ extend p y = pinnedForce f p ⬝ᵥ y := by
  have h1 : ∑ i ∈ Finset.univ.erase p, f i * extend p y i
      = ∑ i : {i // i ≠ p}, f i.1 * extend p y i.1 :=
    Finset.sum_subtype (Finset.univ.erase p) (by simp) (fun i => f i * extend p y i)
  have h2 := Finset.add_sum_erase Finset.univ (fun i => f i * extend p y i) (Finset.mem_univ p)
  have h3 : extend p y p = 0 := by simp [extend]
  have h4 : ∑ i : {i // i ≠ p}, f i.1 * extend p y i.1 = ∑ i : {i // i ≠ p}, f i.1 * y i :=
    Finset.sum_congr rfl fun i _ => by rw [extend, dif_neg i.2]
  simp only [h3, mul_zero, zero_add] at h2
  change ∑ i, f i * extend p y i = ∑ i : {i // i ≠ p}, f i.1 * y i
  rw [← h2, h1, h4]
```

In the next proof, `hform` is the identity \(y^TK_py=\hat y^TK\hat y\). Mathlib's `dotProduct_mulVec_zero_iff` supplies the step from zero energy to \(K\hat y=0\), which was done above with the parameter \(t\). The kernel condition then gives a constant `c`, and evaluation at \(p\) shows that it is zero.

```lean
/-- Deleting the row and column of any one atom from a force-constant matrix `K` leaves a positive
definite matrix. -/
theorem pinnedMatrix_posDef {K : Matrix n n ℝ} (hK : IsForceConstant K) (p : n) :
    (pinnedMatrix K p).PosDef := by
  refine Matrix.posDef_iff_dotProduct_mulVec.mpr
    ⟨hK.posSemidef.isHermitian.submatrix _, ?_⟩
  intro y hy
  -- the pinned quadratic form is the full one on displacements vanishing at `p`
  have hform : star y ⬝ᵥ pinnedMatrix K p *ᵥ y
      = star (extend p y) ⬝ᵥ K *ᵥ extend p y := by
    rw [star_trivial, star_trivial, dotProduct_comm (extend p y), dotProduct_extend,
      dotProduct_comm y]
    congr 1
    funext i
    exact (dotProduct_extend p (K i.1) y).symm
  rw [hform]
  refine lt_of_le_of_ne (hK.posSemidef.dotProduct_mulVec_nonneg _) fun h0 => hy ?_
  -- zero energy means a uniform displacement, which vanishes because it does so at `p`
  obtain ⟨c, hc⟩ := (hK.ker _).mp ((hK.posSemidef.dotProduct_mulVec_zero_iff _).mp h0.symm)
  have hp : (0 : ℝ) = c := by simpa [extend] using congrFun hc p
  funext i
  have hi := congrFun hc i.1
  rw [extend, dif_neg i.2] at hi
  exact hi.trans hp.symm
```

Reciprocity is \(v^TKw=w^TKv\), and only the symmetry of \(K\) enters.

```lean
omit [DecidableEq n] in
/-- Reciprocity for a force-constant matrix `K`: the work of the forces of one displacement along
another is symmetric. -/
theorem reciprocity {K : Matrix n n ℝ} (hK : IsForceConstant K) (v w : n → ℝ) :
    v ⬝ᵥ K *ᵥ w = w ⬝ᵥ K *ᵥ v := by
  have hT : Kᵀ = K := by
    rw [← Matrix.conjTranspose_eq_transpose_of_trivial]
    exact hK.posSemidef.isHermitian.eq
  rw [Matrix.dotProduct_mulVec, ← Matrix.mulVec_transpose, hT, dotProduct_comm]
```

The theorem `pin_reaction` states \(Ku_p=b-Fe_p\) for arbitrary forces, with `Pi.single p (∑ i, b i)` for \(Fe_p\). Positive definiteness makes the determinant nonzero, so that \(K_pK_p^{-1}\) cancels in `hfree`. The statement `hsum` applies reciprocity to the vector of ones. In `hres`, the sum of \(Ku_p-b\) reduces to its entry at \(p\), which must then equal \(-F\).

```lean
/-- For a force-constant matrix `K` and arbitrary forces `b`, the pinned displacement balances `b`
on every free atom, and the pin takes up the whole net force. -/
theorem pin_reaction {K : Matrix n n ℝ} (hK : IsForceConstant K) (b : n → ℝ) (p : n) :
    K *ᵥ pinnedDisplacement K b p = b - Pi.single p (∑ i, b i) := by
  have hu : IsUnit (pinnedMatrix K p).det := (pinnedMatrix_posDef hK p).det_pos.ne'.isUnit
  have hfree : ∀ i, i ≠ p → (K *ᵥ pinnedDisplacement K b p) i = b i := by
    intro i hi
    have h1 : (K *ᵥ pinnedDisplacement K b p) i
        = (pinnedMatrix K p *ᵥ ((pinnedMatrix K p)⁻¹ *ᵥ pinnedForce b p)) ⟨i, hi⟩ :=
      dotProduct_extend p (K i) _
    rw [h1, Matrix.mulVec_mulVec, Matrix.mul_nonsing_inv _ hu, Matrix.one_mulVec]
    rfl
  -- internal forces sum to zero, by reciprocity with a uniform displacement
  have hsum : ∑ i, (K *ᵥ pinnedDisplacement K b p) i = 0 := by
    have h1 := reciprocity hK (fun _ => (1 : ℝ)) (pinnedDisplacement K b p)
    rw [(hK.ker (fun _ => (1 : ℝ))).mpr ⟨1, rfl⟩, dotProduct_zero] at h1
    simpa [dotProduct] using h1
  have hres : ∑ i, ((K *ᵥ pinnedDisplacement K b p) i - b i)
      = (K *ᵥ pinnedDisplacement K b p) p - b p :=
    Fintype.sum_eq_single p fun i hi => by rw [hfree i hi, sub_self]
  rw [Finset.sum_sub_distrib, hsum] at hres
  funext i
  by_cases hi : i = p
  · subst hi
    rw [Pi.sub_apply, Pi.single_eq_same]
    linarith
  · rw [Pi.sub_apply, Pi.single_eq_of_ne hi, sub_zero, hfree i hi]
```

## Moving the pin from one atom to another

The identity for \(W_p-W_q\) also holds for arbitrary forces. Here `hW` is \(W_r=u_r^Tb\), and `h` is reciprocity for \(u_q\) and \(u_p\). Rewriting both sides of `h` with `pin_reaction` gives the two expressions compared by hand, and `linear_combination` rearranges them.

```lean
/-- For a force-constant matrix `K` and arbitrary forces, the change of `b_pᵀ K_p⁻¹ b_p` between two
pins is the net force times the difference of the displacements that each pinned atom has when the
other one is pinned. -/
theorem pinnedWork_sub {K : Matrix n n ℝ} (hK : IsForceConstant K) (b : n → ℝ) (p q : n) :
    pinnedWork K b p - pinnedWork K b q
      = (∑ i, b i) * (pinnedDisplacement K b p q - pinnedDisplacement K b q p) := by
  have hW : ∀ r, pinnedWork K b r = pinnedDisplacement K b r ⬝ᵥ b := fun r => by
    rw [dotProduct_comm]
    exact (dotProduct_extend r b _).symm
  have h := reciprocity hK (pinnedDisplacement K b q) (pinnedDisplacement K b p)
  rw [pin_reaction hK, pin_reaction hK, dotProduct_sub, dotProduct_sub,
    dotProduct_single, dotProduct_single] at h
  rw [hW p, hW q]
  linear_combination -h
```

The main theorem combines the positive definiteness of every \(K_p\) with the equality of \(W_p\) and \(W_q\) for all pairs. The hypothesis `hb` is \(F=0\), which removes the right-hand side of the identity.

```lean
/-- For a force-constant matrix `K`, every `K_p` is positive definite, and for forces with zero sum
`b_pᵀ K_p⁻¹ b_p` does not depend on which atom is pinned. -/
theorem pinnedWork_independent {K : Matrix n n ℝ} (hK : IsForceConstant K) {b : n → ℝ}
    (hb : ∑ i, b i = 0) :
    (∀ p, (pinnedMatrix K p).PosDef) ∧ ∀ p q, pinnedWork K b p = pinnedWork K b q := by
  refine ⟨pinnedMatrix_posDef hK, fun p q => ?_⟩
  have h := pinnedWork_sub hK b p q
  rw [hb, zero_mul] at h
  exact sub_eq_zero.mp h
```

The displacements themselves obey \(u_q(i)=u_p(i)-u_p(q)\). The proof applies the kernel condition to \(u_q-u_p\) and compares the entries at \(i\) and \(q\).

```lean
/-- For a force-constant matrix `K` and forces with zero sum, moving the pin from `p` to `q` shifts
all displacements by the same amount. -/
theorem pinnedDisplacement_translate {K : Matrix n n ℝ} (hK : IsForceConstant K) {b : n → ℝ}
    (hb : ∑ i, b i = 0) (p q i : n) :
    pinnedDisplacement K b q i = pinnedDisplacement K b p i - pinnedDisplacement K b p q := by
  have h0 : K *ᵥ (pinnedDisplacement K b q - pinnedDisplacement K b p) = 0 := by
    rw [Matrix.mulVec_sub, pin_reaction hK, pin_reaction hK, hb]
    simp
  obtain ⟨c, hc⟩ := (hK.ker _).mp h0
  have hi := congrFun hc i
  have hq := congrFun hc q
  have hz : pinnedDisplacement K b q q = 0 := by simp [pinnedDisplacement, extend]
  simp only [Pi.sub_apply] at hi hq
  linarith
```

Some condition on the forces is needed as soon as there are two atoms. If \(b=e_p\), pinning \(p\) removes the only force and gives \(W_p=0\). Pinning another atom \(q\) leaves a nonzero \(b_q\), and \(W_q>0\) because the inverse of a positive definite matrix is positive definite. An unbalanced force can still give equal values for particular pairs of pins, as atoms 1 and 2 of the ring showed.

```lean
/-- For a force-constant matrix `K` and a unit force on atom `p` alone, `pinnedWork` is zero when
`p` is pinned and positive when any other atom `q` is pinned. -/
theorem unbalanced_force_depends_on_pin {K : Matrix n n ℝ} (hK : IsForceConstant K) {p q : n}
    (hpq : p ≠ q) :
    pinnedWork K (Pi.single p 1) p = 0 ∧ 0 < pinnedWork K (Pi.single p 1) q := by
  constructor
  · have h0 : pinnedForce (Pi.single p (1 : ℝ)) p = 0 :=
      funext fun i => Pi.single_eq_of_ne i.2 _
    rw [pinnedWork, h0, zero_dotProduct]
  · have hne : pinnedForce (Pi.single p (1 : ℝ)) q ≠ 0 := fun h0 => by
      have h1 := congrFun h0 ⟨p, hpq⟩
      simp [pinnedForce] at h1
    have h := (pinnedMatrix_posDef hK q).inv.dotProduct_mulVec_pos hne
    rw [star_trivial] at h
    exact h
```

The ring of three atoms satisfies `IsForceConstant`. Its quadratic form is the sum of the squared spring extensions, and the first two rows of \(Ku=0\) already force all three displacements to be equal.

```lean
/-- Three atoms in a ring, joined by unit springs, have a force-constant matrix in the above
sense. -/
theorem isForceConstant_witness :
    IsForceConstant (!![2, -1, -1; -1, 2, -1; -1, -1, 2] : Matrix (Fin 3) (Fin 3) ℝ) := by
  constructor
  · refine Matrix.PosSemidef.of_dotProduct_mulVec_nonneg ?_ ?_
    · refine Matrix.IsHermitian.ext ?_
      intro i j
      fin_cases i <;> fin_cases j <;> simp
    · intro x
      -- the quadratic form is the sum of the squared spring extensions
      have h : star x ⬝ᵥ (!![2, -1, -1; -1, 2, -1; -1, -1, 2] : Matrix (Fin 3) (Fin 3) ℝ) *ᵥ x
          = (x 0 - x 1) ^ 2 + (x 1 - x 2) ^ 2 + (x 2 - x 0) ^ 2 := by
        simp [Matrix.mulVec, dotProduct, Fin.sum_univ_three]
        ring
      rw [h]
      positivity
  · intro u
    constructor
    · intro h
      have h0 := congrFun h 0
      have h1 := congrFun h 1
      simp [Matrix.mulVec, dotProduct, Fin.sum_univ_three] at h0 h1
      refine ⟨u 0, funext fun i => ?_⟩
      fin_cases i <;> simp <;> linarith
    · rintro ⟨c, rfl⟩
      ext i
      fin_cases i <;> simp [Matrix.mulVec, dotProduct, Fin.sum_univ_three] <;> linarith

end

end PinnedAtomRelaxation
```

```lean
#print axioms PinnedAtomRelaxation.pinnedWork_independent
#print axioms PinnedAtomRelaxation.pinnedDisplacement_translate
#print axioms PinnedAtomRelaxation.unbalanced_force_depends_on_pin
```

```
'PinnedAtomRelaxation.pinnedWork_independent' depends on axioms: [propext, Classical.choice, Quot.sound]
'PinnedAtomRelaxation.pinnedDisplacement_translate' depends on axioms: [propext, Classical.choice, Quot.sound]
'PinnedAtomRelaxation.unbalanced_force_depends_on_pin' depends on axioms: [propext, Classical.choice, Quot.sound]
```

In a real crystal each atom has three displacement components, so pinning it deletes three rows and columns, and if no other motion is without restoring force, the kernel is spanned by three independent translations. Unless symmetry decouples the three directions, applying the result there requires the corresponding statement for blocks of three, which the scalar theorems do not supply.
